# A translation eigenstate with Marshall signs and Sz = 0 on a ring of 2m spins 1/2 has eigenvalue (−1)^m

The Marshall sign rule is imposed here as a condition on a state's amplitudes; no Hamiltonian appears. A configuration s assigns `true` (up) or `false` (down) to each site of a finite cluster V, and a state ψ is a complex function of configurations. For a sublattice A, let a(s) be the number of up spins on A, N(s) the total number of up spins, and η(s) = (−1)^a(s). `IsMarshall A M ψ` says that

ψ(s) = η(s) f(s), with f ≥ 0, f not identically zero, and f(s) = 0 unless N(s) = M.

Marshall's theorem derives such signs for ground states of bipartite Heisenberg antiferromagnets. On a finite, even ring of spins 1/2 with the same nearest-neighbour coupling on every bond, the ground state of such an antiferromagnet is also nondegenerate and has Sz = 0. Since the Hamiltonian then commutes with the one-site translation, this state is an eigenvector of translation. Given this input, the result places it in momentum sector 0 for even m and π for odd m, which tells an exact diagonalisation where to look.

In Lean 4 with Mathlib:

```lean
import Mathlib

open Finset

namespace MarshallSymmetryLabels

noncomputable section

variable {V : Type*} [Fintype V] [DecidableEq V]

/-- The number of up spins on the set of sites `A` in the configuration `s` (`true` is up). -/
def upOn (A : Finset V) (s : V → Bool) : ℕ := ∑ i ∈ A, (s i).toNat

/-- The Marshall sign: minus one to the number of up spins on the sublattice `A`. -/
def marshallSign (A : Finset V) (s : V → Bool) : ℂ := (-1) ^ upOn A s

/-- A state with exactly `M` up spins whose amplitudes are the Marshall sign times a
nonnegative function that is not identically zero. -/
def IsMarshall (A : Finset V) (M : ℕ) (ψ : (V → Bool) → ℂ) : Prop :=
  ∃ f : (V → Bool) → ℝ, (∀ s, 0 ≤ f s) ∧ (∃ s, f s ≠ 0) ∧
    (∀ s, upOn univ s ≠ M → f s = 0) ∧ ∀ s, ψ s = marshallSign A s * (f s : ℂ)
```

A symmetry is a bijection σ of configurations, acting by (σψ)(s) = ψ(σs). Site permutations carry no fermionic reordering sign, and `spinFlip` is the product of σˣ over all sites, without the phase of a spin rotation.

```lean
/-- The action on states of a bijection of spin configurations. -/
def act (σ : Equiv.Perm (V → Bool)) (ψ : (V → Bool) → ℂ) : (V → Bool) → ℂ :=
  fun s => ψ (σ s)

/-- The map of spin configurations induced by a permutation of the sites. -/
def relabel (g : Equiv.Perm V) : Equiv.Perm (V → Bool) where
  toFun s := fun i => s (g i)
  invFun s := fun i => s (g.symm i)
  left_inv s := by funext i; simp
  right_inv s := by funext i; simp

/-- The global spin flip, which reverses every spin. -/
def spinFlip : Equiv.Perm (V → Bool) where
  toFun s := fun i => !s i
  invFun s := fun i => !s i
  left_inv s := by funext i; simp
  right_inv s := by funext i; simp
```

## The symmetry exchanges the sublattices

Suppose a site permutation g maps A onto its complement and the complement onto A, as a one-site step does on an even ring. With (σs)(i) = s(g(i)), the up spins counted on A after the permutation are those that sat on the complement before it:

a(σs) = N(s) − a(s).

For N(s) = M this gives η(σs) = (−1)^M η(s). Under the spin flip, a(σs) = |A| − a(s), so the factor is (−1)^|A|.

`upOn_exchange` proves the first count by reindexing the sum along g, `upOn_spinFlip` proves the second site by site, and `marshallSign_of_add` turns either into a sign. Without the exchange the conclusion fails: the identity permutation has eigenvalue 1 even when M is odd.

```lean
omit [Fintype V] [DecidableEq V] in
/-- If the numbers of up spins on `A` in two configurations add up to `M`, their Marshall
signs differ by the factor `(-1)^M`. -/
theorem marshallSign_of_add {A : Finset V} {s t : V → Bool} {M : ℕ}
    (h : upOn A t + upOn A s = M) :
    marshallSign A t = (-1) ^ M * marshallSign A s := by
  unfold marshallSign
  rw [← h, pow_add, mul_assoc, ← mul_pow]
  norm_num

/-- When a site permutation exchanges `A` with its complement, the up spins on `A` after and
before the permutation add up to the total number of up spins. -/
theorem upOn_exchange (A : Finset V) (g : Equiv.Perm V) (hg : ∀ i, g i ∈ A ↔ i ∉ A)
    (s : V → Bool) : upOn A (relabel g s) + upOn A s = upOn univ s := by
  have h : upOn A (relabel g s) = ∑ j ∈ Aᶜ, (s j).toNat := by
    unfold upOn
    refine Finset.sum_equiv g (fun i => ?_) (fun i _ => rfl)
    rw [Finset.mem_compl, hg, not_not]
  rw [h]
  exact Finset.sum_compl_add_sum A (fun i => (s i).toNat)

omit [Fintype V] [DecidableEq V] in
/-- The up spins on `A` after and before a global spin flip add up to the number of sites
in `A`. -/
theorem upOn_spinFlip (A : Finset V) (s : V → Bool) :
    upOn A (spinFlip s) + upOn A s = A.card := by
  unfold upOn
  rw [← Finset.sum_add_distrib, Finset.card_eq_sum_ones]
  refine Finset.sum_congr rfl ?_
  intro i _
  show (!s i).toNat + (s i).toNat = 1
  cases s i <;> rfl
```

## The factor f is nonnegative and the state is an eigenvector

Write ε for the constant sign factor. The eigenvector hypothesis ψ(σs) = z ψ(s) becomes

η(σs) f(σs) = z η(s) f(s).

If N(σs) = M, replace η(σs) by ε η(s); otherwise f(σs) = 0 and the replacement changes nothing. Cancelling η(s) gives

ε f(σs) = z f(s).

Now sum over all s. Since σ is a bijection, both sides contain the same total F = Σ f(s), so ε F = z F. Nonnegativity and f ≠ 0 give F > 0, hence z = ε.

In the proof, `key` is the cancelled equation, `hsum` the summed one and `hpos` the positivity of F.

Two sites show what each condition does. The singlet (|↑↓⟩ − |↓↑⟩)/√2 obeys the sign rule up to a global sign and has eigenvalue −1 under the swap; the triplet (|↑↓⟩ + |↓↑⟩)/√2 violates it and has eigenvalue +1. The zero function would satisfy the equation for every z. The single configuration |↑↓⟩, again up to a global sign, obeys the rule but is not an eigenvector.

```lean
/-- If a symmetry multiplies the Marshall sign by a constant `ε` whenever the image has `M` up
spins, then a Marshall state that is an eigenvector of the symmetry has eigenvalue `ε`. -/
theorem eigenvalue_eq_sign_factor {A : Finset V} {M : ℕ} {ψ : (V → Bool) → ℂ}
    (hψ : IsMarshall A M ψ) (σ : Equiv.Perm (V → Bool)) {ε z : ℂ}
    (hε : ∀ s, upOn univ (σ s) = M → marshallSign A (σ s) = ε * marshallSign A s)
    (h : act σ ψ = z • ψ) : z = ε := by
  obtain ⟨f, hf0, ⟨s0, hs0⟩, hsupp, hf⟩ := hψ
  -- the Marshall signs cancel and leave a relation between values of the nonnegative function f
  have key : ∀ s, ε * (f (σ s) : ℂ) = z * (f s : ℂ) := by
    intro s
    have h1 : marshallSign A (σ s) * (f (σ s) : ℂ) = z * (marshallSign A s * (f s : ℂ)) := by
      rw [← hf, ← hf]
      exact congrFun h s
    have h2 : marshallSign A (σ s) * (f (σ s) : ℂ)
        = ε * marshallSign A s * (f (σ s) : ℂ) := by
      by_cases hM : upOn univ (σ s) = M
      · rw [hε s hM]
      · rw [hsupp _ hM]
        simp
    have h3 : marshallSign A s ≠ 0 := pow_ne_zero _ (by norm_num)
    apply mul_left_cancel₀ h3
    linear_combination h1 - h2
  -- summing over all configurations removes the symmetry from the argument
  have hsum : ε * ∑ s, (f s : ℂ) = z * ∑ s, (f s : ℂ) := by
    calc ε * ∑ s, (f s : ℂ) = ε * ∑ s, (f (σ s) : ℂ) := by
          rw [Equiv.sum_comp σ (fun s => (f s : ℂ))]
      _ = z * ∑ s, (f s : ℂ) := by
          rw [Finset.mul_sum, Finset.mul_sum]
          exact Finset.sum_congr rfl fun s _ => key s
  have hpos : 0 < ∑ s, f s :=
    Finset.sum_pos' (fun s _ => hf0 s)
      ⟨s0, Finset.mem_univ _, lt_of_le_of_ne (hf0 s0) (Ne.symm hs0)⟩
  have hne : (∑ s, (f s : ℂ)) ≠ 0 := by exact_mod_cast hpos.ne'
  exact (mul_right_cancel₀ hne hsum).symm
```

## The number of up spins is fixed

For an exchange of sublattices, M sets the eigenvalue, (−1)^M. `exchange_eigenvalue` uses the fact that a site permutation preserves N(s). On the ring, Sz = 0 means M = m. Without that condition, two up spins on two sites give +1 instead of −1.

The spin-flip factor does not involve M, so `spinFlip_eigenvalue` needs only the count on A.

```lean
/-- On any finite cluster, a Marshall state with `M` up spins that is an eigenvector of a site
permutation exchanging the two sublattices has eigenvalue `(-1)^M`. -/
theorem exchange_eigenvalue {A : Finset V} {M : ℕ} {ψ : (V → Bool) → ℂ}
    (hψ : IsMarshall A M ψ) (g : Equiv.Perm V) (hg : ∀ i, g i ∈ A ↔ i ∉ A) {z : ℂ}
    (h : act (relabel g) ψ = z • ψ) : z = (-1) ^ M := by
  refine eigenvalue_eq_sign_factor hψ (relabel g) (fun s hs => ?_) h
  have ht : upOn univ (relabel g s) = upOn univ s :=
    Equiv.sum_comp g (fun i => (s i).toNat)
  exact marshallSign_of_add ((upOn_exchange A g hg s).trans (ht.symm.trans hs))

/-- A Marshall state that is an eigenvector of the global spin flip has eigenvalue minus one
to the number of sites in the sublattice `A`. -/
theorem spinFlip_eigenvalue {A : Finset V} {M : ℕ} {ψ : (V → Bool) → ℂ}
    (hψ : IsMarshall A M ψ) {z : ℂ} (h : act spinFlip ψ = z • ψ) : z = (-1) ^ A.card :=
  eigenvalue_eq_sign_factor hψ spinFlip
    (fun s _ => marshallSign_of_add (upOn_spinFlip A s)) h
```

## The ring has even length

Take A to be the even sites, numbered from 0. A step changes i to i + 1 and so reverses parity; the last site, 2m − 1, is odd and goes to 0. `rotate_mem_evenSites` treats these two cases separately. On an odd ring the last site is even and also goes to 0, so the exchange fails.

`translation_eigenvalue` then follows with M = m. It also covers m = 0, where there is one empty configuration and the eigenvalue is 1. Applying the exchange count to the all-up configuration gives 2|A| = 2m, which is `card_evenSites`.

```lean
/-- The even sites of a ring of `2m` sites. -/
def evenSites (m : ℕ) : Finset (Fin (2 * m)) := univ.filter (fun i => Even i.val)

/-- Translation of the spin configurations of a ring of `2m` sites by one site. -/
abbrev translation (m : ℕ) : Equiv.Perm (Fin (2 * m) → Bool) := relabel (finRotate (2 * m))

/-- A step by one site around a ring of `2m` sites exchanges even and odd sites. -/
theorem rotate_mem_evenSites (m : ℕ) (i : Fin (2 * m)) :
    finRotate (2 * m) i ∈ evenSites m ↔ i ∉ evenSites m := by
  have parity : ∀ n : ℕ, Even n → ∀ j : Fin n,
      (Even (finRotate n j).val ↔ ¬ Even j.val) := by
    intro n hn j
    cases n with
    | zero => exact j.elim0
    | succ n =>
      rw [coe_finRotate]
      split_ifs with h
      · have hv : j.val = n := by rw [h]; rfl
        refine iff_of_true ⟨0, rfl⟩ ?_
        rw [Nat.even_iff] at hn ⊢
        omega
      · simp only [Nat.even_iff]
        omega
  simp only [evenSites, Finset.mem_filter, Finset.mem_univ, true_and]
  exact parity (2 * m) (even_two_mul m) i

/-- On a ring of `2m` spins 1/2, a Marshall state with `m` up and `m` down spins that is an
eigenvector of the one-site translation has eigenvalue `(-1)^m`. -/
theorem translation_eigenvalue (m : ℕ) {ψ : (Fin (2 * m) → Bool) → ℂ}
    (hψ : IsMarshall (evenSites m) m ψ) {z : ℂ}
    (h : act (translation m) ψ = z • ψ) : z = (-1) ^ m :=
  exchange_eigenvalue hψ (finRotate (2 * m)) (rotate_mem_evenSites m) h

/-- A ring of `2m` sites has `m` even sites. -/
theorem card_evenSites (m : ℕ) : (evenSites m).card = m := by
  have h := upOn_exchange (evenSites m) (finRotate (2 * m)) (rotate_mem_evenSites m)
    (fun _ => true)
  simp [upOn, relabel] at h
  omega
```

## A state that meets every condition

For every m, give each configuration with m up spins the amplitude η(s). The code leaves this state unnormalised; dividing by the square root of the binomial coefficient C(2m, m) normalises it. The configuration with up spins exactly on the even sites shows that it is nonzero. Translation and spin flip both preserve N(s) = m and multiply η by (−1)^m, so the state is an eigenvector of both with that eigenvalue.

```lean
/-- The superposition of all configurations with `m` up spins on a ring of `2m` sites, each
weighted by its Marshall sign. -/
def uniformState (m : ℕ) : (Fin (2 * m) → Bool) → ℂ :=
  fun s => if upOn univ s = m then marshallSign (evenSites m) s else 0

/-- The state whose amplitudes are the Marshall signs of the configurations with `m` up spins, and
zero elsewhere, is a Marshall state, and it is an eigenvector of the translation and of the spin
flip, both with eigenvalue `(-1)^m`. -/
theorem uniformState_witness (m : ℕ) :
    IsMarshall (evenSites m) m (uniformState m) ∧
    act (translation m) (uniformState m) = ((-1 : ℂ) ^ m) • uniformState m ∧
    act spinFlip (uniformState m) = ((-1 : ℂ) ^ m) • uniformState m := by
  refine ⟨?_, ?_, ?_⟩
  · -- the configuration with up spins exactly on the even sites has nonzero weight
    have hN : upOn univ (fun i : Fin (2 * m) => decide (Even i.val)) = m := by
      refine Eq.trans ?_ (card_evenSites m)
      unfold upOn evenSites
      rw [Finset.card_filter]
      refine Finset.sum_congr rfl ?_
      intro i _
      show (decide (Even i.val)).toNat = if Even i.val then 1 else 0
      split_ifs with h
      · rw [decide_eq_true h]; rfl
      · rw [decide_eq_false h]; rfl
    refine ⟨fun s => if upOn univ s = m then 1 else 0, fun s => ?_,
      ⟨fun i => decide (Even i.val), ?_⟩, fun s hs => if_neg hs, fun s => ?_⟩
    · by_cases h : upOn univ s = m <;> simp [h]
    · show (if upOn univ (fun i : Fin (2 * m) => decide (Even i.val)) = m
        then (1 : ℝ) else 0) ≠ 0
      rw [if_pos hN]
      exact one_ne_zero
    · by_cases h : upOn univ s = m <;> simp [uniformState, h]
  · funext s
    show uniformState m (translation m s) = (-1) ^ m * uniformState m s
    have ht : upOn univ (translation m s) = upOn univ s :=
      Equiv.sum_comp (finRotate (2 * m)) (fun i => (s i).toNat)
    unfold uniformState
    by_cases h : upOn univ s = m
    · rw [if_pos h, if_pos (ht.trans h)]
      exact marshallSign_of_add ((upOn_exchange _ _ (rotate_mem_evenSites m) s).trans h)
    · rw [if_neg h, if_neg (fun h' => h (ht.symm.trans h')), mul_zero]
  · funext s
    show uniformState m (spinFlip s) = (-1) ^ m * uniformState m s
    have ht := upOn_spinFlip univ s
    rw [Finset.card_univ, Fintype.card_fin] at ht
    unfold uniformState
    by_cases h : upOn univ s = m
    · rw [if_pos h, if_pos (by omega)]
      exact marshallSign_of_add ((upOn_spinFlip _ s).trans (card_evenSites m))
    · rw [if_neg h, if_neg (by omega), mul_zero]

end

end MarshallSymmetryLabels
```

```lean
#print axioms MarshallSymmetryLabels.spinFlip_eigenvalue
-- 'MarshallSymmetryLabels.spinFlip_eigenvalue' depends on axioms: [propext, Classical.choice, Quot.sound]
#print axioms MarshallSymmetryLabels.translation_eigenvalue
-- 'MarshallSymmetryLabels.translation_eigenvalue' depends on axioms: [propext, Classical.choice, Quot.sound]
```
